# Symmetry-preserving Hermitian errors below half a gap centred at zero leave occupied traces unchanged

A symmetry indicator of a band structure is a fixed function of the traces of crystal symmetries on the occupied states at high-symmetry momenta. Measure all energies from one fixed Fermi level, so that occupied means negative energy. Does an approximate Hamiltonian \(H'\) give the same traces as the reference \(H\)?

At one momentum, let \(H\) and \(H'\) be Hermitian on a finite-dimensional complex inner product space \(V\), and let both commute with the symmetry \(U\). Write \(N,P\) for the spans of the eigenstates of \(H\) with negative and non-negative energy, and \(N',P'\) for those of \(H'\). Every level of \(H\) satisfies \(|E|\ge g\), so \(g\) is at most the distance from the Fermi level to the nearest level. That distance is half the gap at this momentum only if the Fermi level lies at mid-gap. Let \(\delta=\|H'-H\|\) be the operator norm of the error.

**Claim.** If \(\delta<g\), then \(\operatorname{Tr}_N U=\operatorname{Tr}_{N'}U\).

## Mean energies, dimensions and the quotient

Take \(x\in N\) and expand it in an orthonormal eigenbasis \(b_i\) of \(H\) with energies \(\varepsilon_i\). Eigenstates of different energies are orthogonal, so only negative levels contribute, and these lie at or below \(-g\):
\[
\langle x,Hx\rangle=\sum_i\varepsilon_i|\langle b_i,x\rangle|^2\le -g\|x\|^2 .
\]
If also \(x\in P'\), then \(\langle x,H'x\rangle\ge0\). Subtracting,
\[
g\|x\|^2\le\langle x,(H'-H)x\rangle\le\delta\|x\|^2,
\]
which forces \(x=0\). Hence \(N\cap P'=0\). For \(x\in N'\cap P\), we have \(\langle x,H'x\rangle\le0\) and \(\langle x,Hx\rangle\ge g\|x\|^2\), so again \(x=0\).

The first intersection gives \(\dim N+\dim P'\le\dim V=\dim N'+\dim P'\), so \(\dim N\le\dim N'\). The second gives \(\dim N'+\dim P\le\dim V=\dim N+\dim P\), so \(\dim N'\le\dim N\). The dimensions agree, and \(V=N\oplus P=N'\oplus P\).

Since \(U\) commutes with both Hamiltonians, it preserves \(N\), \(N'\) and \(P\). The map \(x\mapsto x+P\) is a bijection from \(N\) to \(V/P\) that carries \(U\) to the induced operator on \(V/P\). The same holds for \(N'\), so
\[
\operatorname{Tr}_N U=\operatorname{Tr}_{V/P}U=\operatorname{Tr}_{N'}U .
\]

## Two sites with exchange symmetry

Let \(U=H=\begin{pmatrix}0&1\\1&0\end{pmatrix}\), with levels \(\pm1\) and \(g=1\). For \(H'=H+\tfrac12\), the error has norm \(\tfrac12\) and the levels are \(\tfrac32\) and \(-\tfrac12\). The occupied state is \((1,-1)/\sqrt2\) in both cases, and the trace is \(-1\). A shift by \(1\) moves this level to zero, and the occupied trace becomes \(0\).

## Parity sums in a band calculation

At an inversion-invariant momentum, one diagonalises the Bloch matrix and adds the parities of the occupied states. For non-interacting electrons in a finite orthonormal basis, a truncated tight-binding matrix gives the same sum as the full one if truncation keeps the matrix Hermitian and preserves inversion, and the largest absolute eigenvalue of their difference is below the smallest absolute eigenvalue of the full matrix. Both matrices refer to the same basis and the same zero of energy; the error made by choosing a finite basis for the crystal is not covered.

## Energy spaces, gap and norm in Lean

`End ℂ V` is the type of linear operators on \(V\).

```lean
import Mathlib

open Module

namespace SymmetryIndicatorStability

noncomputable section

variable {V : Type*} [NormedAddCommGroup V] [InnerProductSpace ℂ V] [FiniteDimensional ℂ V]
```

For a set `s` of real energies, `energySpace H s` is the span of the corresponding eigenspaces.

```lean
/-- The space spanned by all eigenstates of `H` whose energy lies in the set `s`. -/
def energySpace (H : End ℂ V) (s : Set ℝ) : Submodule ℂ V :=
  ⨆ E ∈ s, End.eigenspace H (E : ℂ)
```

`Gapped` encodes \(|E|\ge g\), and `opNorm` is the norm induced by the Hilbert-space norm.

```lean
/-- `H` has no real eigenvalue in the open interval from `-g` to `g`. -/
def Gapped (H : End ℂ V) (g : ℝ) : Prop :=
  ∀ E : ℝ, End.HasEigenvalue H (E : ℂ) → g ≤ |E|

/-- The operator norm of a linear operator. -/
def opNorm (A : End ℂ V) : ℝ := ‖LinearMap.toContinuousLinearMap A‖
```

The next two lemmas put eigenstates into their energy space and show that a commuting operator preserves it. The second is what allows `occupiedTrace` to restrict \(U\).

```lean
omit [FiniteDimensional ℂ V] in
/-- An eigenstate with energy in `s` belongs to the energy space of `s`. -/
theorem mem_energySpace {H : End ℂ V} {s : Set ℝ} {E : ℝ} (hE : E ∈ s) {x : V}
    (hx : H x = (E : ℂ) • x) : x ∈ energySpace H s :=
  (le_iSup₂ (f := fun (E : ℝ) (_ : E ∈ s) => End.eigenspace H (E : ℂ)) E hE)
    (End.mem_eigenspace_iff.2 hx)

omit [FiniteDimensional ℂ V] in
/-- An operator that commutes with `H` maps each energy space of `H` into itself. -/
theorem energySpace_invariant {U H : End ℂ V} (h : Commute U H) (s : Set ℝ) :
    ∀ x ∈ energySpace H s, U x ∈ energySpace H s := by
  have hle : energySpace H s ≤ (energySpace H s).comap U := by
    refine iSup₂_le fun E hE y hy => ?_
    have h1 : H (U y) = U (H y) := (LinearMap.congr_fun h.eq y).symm
    refine Submodule.mem_comap.2 (mem_energySpace hE ?_)
    rw [h1, End.mem_eigenspace_iff.1 hy, map_smul]
  exact fun x hx => hle hx
```

`Set.Iio 0` is the set of negative reals, so a level at exactly zero counts as empty. \(U\) may be any linear operator; unitarity is not used.

```lean
/-- The trace of a symmetry `U` of `H` on the negative-energy space of `H`. -/
def occupiedTrace (U H : End ℂ V) (h : Commute U H) : ℂ :=
  LinearMap.trace ℂ (energySpace H (Set.Iio 0))
    (LinearMap.restrict U (energySpace_invariant h (Set.Iio 0)))
```

## Separated energies give disjoint spaces

`LinearMap.IsSymmetric` expresses Hermiticity and supplies the eigenbasis.

```lean
/-- A Hermitian operator has an orthonormal basis of eigenstates with real energies. -/
theorem exists_energy_basis {H : End ℂ V} (hH : LinearMap.IsSymmetric H) :
    ∃ (b : OrthonormalBasis (Fin (finrank ℂ V)) ℂ V) (ε : Fin (finrank ℂ V) → ℝ),
      ∀ i, H (b i) = (ε i : ℂ) • b i :=
  ⟨hH.eigenvectorBasis rfl, hH.eigenvalues rfl, fun i => hH.apply_eigenvectorBasis rfl i⟩
```

The weights `w i` are \(|\langle b_i,x\rangle|^2\). The first part of the proof shows that they vanish for energies outside `s`; the last two parts compute the squared norm and \(\langle x,Hx\rangle\), which is the mean energy when \(x\) is normalised.

```lean
/-- For Hermitian `H`, a state in the energy space of `s` has non-negative weights on energy
levels in `s`; they sum to its squared norm, and weighted with the energies to `⟨x, H x⟩`. -/
theorem energy_distribution {H : End ℂ V} (hH : LinearMap.IsSymmetric H) {s : Set ℝ} {x : V}
    (hx : x ∈ energySpace H s) :
    ∃ w ε : Fin (finrank ℂ V) → ℝ, (∀ i, 0 ≤ w i) ∧
      (∀ i, w i ≠ 0 → ε i ∈ s ∧ End.HasEigenvalue H (ε i : ℂ)) ∧
      ∑ i, w i = ‖x‖ ^ 2 ∧ ∑ i, ε i * w i = (inner ℂ x (H x)).re := by
  obtain ⟨b, ε, hb⟩ := exists_energy_basis hH
  have hby : ∀ i y, inner ℂ (b i) (H y) = (ε i : ℂ) * inner ℂ (b i) y := fun i y => by
    rw [← hH (b i) y, hb, inner_smul_left, Complex.conj_ofReal]
  have hw : ∀ i, inner ℂ x (b i) * inner ℂ (b i) x
      = ((‖inner ℂ (b i) x‖ ^ 2 : ℝ) : ℂ) := fun i => by
    rw [← inner_conj_symm x (b i), Complex.conj_mul', Complex.ofReal_pow]
  refine ⟨fun i => ‖inner ℂ (b i) x‖ ^ 2, ε, fun i => by positivity, fun i hi => ⟨?_, ?_⟩, ?_, ?_⟩
  · -- eigenstates with energy outside `s` are orthogonal to the energy space
    by_contra hs
    have hle : energySpace H s ≤ Submodule.orthogonal (Submodule.span ℂ {b i}) := by
      refine iSup₂_le fun E hE y hy => Submodule.mem_orthogonal_singleton_iff_inner_right.2 ?_
      have h1 := hby i y
      rw [End.mem_eigenspace_iff.1 hy, inner_smul_right] at h1
      rcases mul_eq_mul_right_iff.1 h1 with h2 | h2
      · exact absurd (Complex.ofReal_injective h2 ▸ hE) hs
      · exact h2
    have h0 : inner ℂ (b i) x = 0 :=
      Submodule.mem_orthogonal_singleton_iff_inner_right.1 (hle hx)
    exact hi (by simp [h0])
  · exact End.hasEigenvalue_of_hasEigenvector
      ⟨End.mem_eigenspace_iff.2 (hb i), b.orthonormal.ne_zero i⟩
  · have h1 : ((∑ i, ‖inner ℂ (b i) x‖ ^ 2 : ℝ) : ℂ) = inner ℂ x x := by
      rw [← b.sum_inner_mul_inner x x, Complex.ofReal_sum]
      exact Finset.sum_congr rfl fun i _ => (hw i).symm
    have h2 := congrArg Complex.re h1
    rw [Complex.ofReal_re] at h2
    exact h2.trans (inner_self_eq_norm_sq (𝕜 := ℂ) x)
  · have h1 : ((∑ i, ε i * ‖inner ℂ (b i) x‖ ^ 2 : ℝ) : ℂ) = inner ℂ x (H x) := by
      rw [← b.sum_inner_mul_inner x (H x), Complex.ofReal_sum]
      refine Finset.sum_congr rfl fun i _ => ?_
      rw [hby, Complex.ofReal_mul, ← hw]
      ring
    have h2 := congrArg Complex.re h1
    rwa [Complex.ofReal_re] at h2
```

The comparison of mean energies is stated for general bounds `a` and `c`. `h1` and `h2` bound the two means, `h3` and `h4` bound the error term, and `nlinarith` derives the contradiction for \(x\ne0\).

```lean
/-- Let `H` and `K` be Hermitian, with levels of `H` in `s` at most `a` and levels of `K` in `t`
at least `c`. If `K - H` has norm below `c - a`, the two energy spaces share only zero. -/
theorem disjoint_energySpace {H K : End ℂ V} (hH : LinearMap.IsSymmetric H)
    (hK : LinearMap.IsSymmetric K) {s t : Set ℝ} {a c : ℝ}
    (ha : ∀ E ∈ s, End.HasEigenvalue H (E : ℂ) → E ≤ a)
    (hc : ∀ E ∈ t, End.HasEigenvalue K (E : ℂ) → c ≤ E)
    (hn : opNorm (K - H) < c - a) : Disjoint (energySpace H s) (energySpace K t) := by
  refine Submodule.disjoint_def.2 fun x hx hx' => ?_
  obtain ⟨w, ε, w0, ws, wn, we⟩ := energy_distribution hH hx
  obtain ⟨v, η, v0, vs, vn, ve⟩ := energy_distribution hK hx'
  have h1 : (inner ℂ x (H x)).re ≤ a * ‖x‖ ^ 2 := by
    rw [← we, ← wn, Finset.mul_sum]
    refine Finset.sum_le_sum fun i _ => ?_
    by_cases h : w i = 0
    · simp [h]
    · exact mul_le_mul_of_nonneg_right (ha _ (ws i h).1 (ws i h).2) (w0 i)
  have h2 : c * ‖x‖ ^ 2 ≤ (inner ℂ x (K x)).re := by
    rw [← ve, ← vn, Finset.mul_sum]
    refine Finset.sum_le_sum fun i _ => ?_
    by_cases h : v i = 0
    · simp [h]
    · exact mul_le_mul_of_nonneg_right (hc _ (vs i h).1 (vs i h).2) (v0 i)
  -- the error term `⟨x, (K - H) x⟩` is at most the operator norm times `‖x‖ ^ 2`
  have h3 : (inner ℂ x ((K - H) x)).re ≤ ‖x‖ * ‖(K - H) x‖ :=
    (Complex.re_le_norm _).trans (norm_inner_le_norm _ _)
  have h4 : ‖(K - H) x‖ ≤ opNorm (K - H) * ‖x‖ :=
    (LinearMap.toContinuousLinearMap (K - H)).le_opNorm x
  have h5 := mul_le_mul_of_nonneg_left h4 (norm_nonneg x)
  rw [LinearMap.sub_apply, inner_sub_right, Complex.sub_re] at h3
  rw [LinearMap.sub_apply] at h5
  by_contra hx0
  have h6 : 0 < (c - a - opNorm (K - H)) * ‖x‖ ^ 2 :=
    mul_pos (by linarith) (pow_pos (norm_pos_iff.2 hx0) 2)
  nlinarith
```

## Common complement and equal traces

Expanding in the eigenbasis shows that the negative and non-negative spaces span \(V\).

```lean
/-- The negative and non-negative energy spaces of a Hermitian operator span all states. -/
theorem energySpace_sup {H : End ℂ V} (hH : LinearMap.IsSymmetric H) :
    energySpace H (Set.Iio 0) ⊔ energySpace H (Set.Ici 0) = ⊤ := by
  obtain ⟨b, ε, hb⟩ := exists_energy_basis hH
  refine eq_top_iff.2 fun x _ => ?_
  rw [← b.sum_repr' x]
  refine Submodule.sum_mem _ fun i _ => Submodule.smul_mem _ _ ?_
  rcases lt_or_ge (ε i) 0 with h | h
  · have hi : b i ∈ energySpace H (Set.Iio 0) :=
      mem_energySpace (E := ε i) (Set.mem_Iio.2 h) (hb i)
    exact Submodule.mem_sup_left hi
  · have hi : b i ∈ energySpace H (Set.Ici 0) :=
      mem_energySpace (E := ε i) (Set.mem_Ici.2 h) (hb i)
    exact Submodule.mem_sup_right hi
```

The bijection onto the quotient is `e`, and invariance of the trace under conjugation by `e` gives the equality.

```lean
omit [FiniteDimensional ℂ V] in
/-- If `N` and `P` are complementary and both invariant under `U`, the trace of `U` on `N`
equals its trace on the quotient by `P`. -/
theorem trace_eq_quotient {U : End ℂ V} {N P : Submodule ℂ V} (hc : IsCompl N P)
    (hN : ∀ x ∈ N, U x ∈ N) (hP : ∀ x ∈ P, U x ∈ P) :
    LinearMap.trace ℂ N (LinearMap.restrict U hN)
      = LinearMap.trace ℂ (V ⧸ P) (P.mapQ P U hP) := by
  have hbij : Function.Bijective (P.mkQ ∘ₗ N.subtype) := by
    refine ⟨(injective_iff_map_eq_zero _).2 fun x hx => Subtype.ext
      (Submodule.disjoint_def.1 hc.disjoint x x.2 ((Submodule.Quotient.mk_eq_zero P).1 hx)), ?_⟩
    intro z
    obtain ⟨v, rfl⟩ := P.mkQ_surjective z
    have hv : v ∈ N ⊔ P := by rw [hc.sup_eq_top]; exact Submodule.mem_top
    obtain ⟨n, hn, p, hp, rfl⟩ := Submodule.mem_sup.1 hv
    exact ⟨⟨n, hn⟩, (Submodule.Quotient.eq P).2 (by simpa using hp)⟩
  let e : N ≃ₗ[ℂ] V ⧸ P := LinearEquiv.ofBijective _ hbij
  rw [← LinearMap.trace_conj' (LinearMap.restrict U hN) e]
  refine congrArg _ (LinearMap.ext fun z => ?_)
  obtain ⟨x, rfl⟩ := e.surjective z
  rw [LinearEquiv.conj_apply_apply, e.symm_apply_apply]
  rfl
```

In the main theorem, `d1`, `d2` and `d3` state \(N\cap P=0\), \(N\cap P'=0\) and \(N'\cap P=0\). `omega` does the dimension count, and the quotient lemma is applied twice. Positivity of \(g\) follows from the norm bound.

```lean
/-- Let Hermitian `H` and `H'` commute with `U`, let `H` have no eigenvalue between `-g` and `g`,
and let `H' - H` have operator norm below `g`. Then `U` has equal traces on the negative-energy
spaces of `H` and `H'`. -/
theorem occupiedTrace_stable {U H H' : End ℂ V} {g : ℝ} (hH : LinearMap.IsSymmetric H)
    (hH' : LinearMap.IsSymmetric H') (hU : Commute U H) (hU' : Commute U H')
    (hgap : Gapped H g) (hn : opNorm (H' - H) < g) :
    occupiedTrace U H hU = occupiedTrace U H' hU' := by
  have hn' : opNorm (H - H') < g := by
    have h : opNorm (H - H') = opNorm (H' - H) := by
      unfold opNorm
      rw [← norm_neg, ← map_neg, neg_sub]
    rwa [h]
  have hg : 0 < g := lt_of_le_of_lt (norm_nonneg _) hn
  have low : ∀ E ∈ Set.Iio (0 : ℝ), End.HasEigenvalue H (E : ℂ) → E ≤ -g := fun E hE h => by
    have h1 := hgap E h
    rw [abs_of_neg (Set.mem_Iio.1 hE)] at h1
    linarith
  have high : ∀ E ∈ Set.Ici (0 : ℝ), End.HasEigenvalue H (E : ℂ) → g ≤ E := fun E hE h => by
    have h1 := hgap E h
    rwa [abs_of_nonneg (Set.mem_Ici.1 hE)] at h1
  have d1 : Disjoint (energySpace H (Set.Iio 0)) (energySpace H (Set.Ici 0)) :=
    disjoint_energySpace hH hH low high (by
      have h0 : opNorm (H - H) = 0 := by simp [opNorm]
      rw [h0]; linarith)
  have d2 : Disjoint (energySpace H (Set.Iio 0)) (energySpace H' (Set.Ici 0)) :=
    disjoint_energySpace hH hH' low (fun E hE _ => Set.mem_Ici.1 hE) (by linarith)
  have d3 : Disjoint (energySpace H' (Set.Iio 0)) (energySpace H (Set.Ici 0)) :=
    disjoint_energySpace hH' hH (fun E hE _ => (Set.mem_Iio.1 hE).le) high (by linarith)
  -- counting dimensions: both negative spaces are complements of the same space
  have e1 := Submodule.finrank_sup_add_finrank_inf_eq
    (energySpace H (Set.Iio 0)) (energySpace H (Set.Ici 0))
  have e2 := Submodule.finrank_sup_add_finrank_inf_eq
    (energySpace H' (Set.Iio 0)) (energySpace H' (Set.Ici 0))
  have e3 := Submodule.finrank_sup_add_finrank_inf_eq
    (energySpace H (Set.Iio 0)) (energySpace H' (Set.Ici 0))
  have e4 := Submodule.finrank_sup_add_finrank_inf_eq
    (energySpace H' (Set.Iio 0)) (energySpace H (Set.Ici 0))
  rw [energySpace_sup hH, d1.eq_bot, finrank_top, finrank_bot] at e1
  rw [energySpace_sup hH', finrank_top] at e2
  rw [d2.eq_bot, finrank_bot] at e3
  rw [d3.eq_bot, finrank_bot] at e4
  have l3 := Submodule.finrank_le (energySpace H (Set.Iio 0) ⊔ energySpace H' (Set.Ici 0))
  have l4 := Submodule.finrank_le (energySpace H' (Set.Iio 0) ⊔ energySpace H (Set.Ici 0))
  have top : energySpace H' (Set.Iio 0) ⊔ energySpace H (Set.Ici 0) = ⊤ :=
    Submodule.eq_top_of_finrank_eq (by omega)
  have hP := energySpace_invariant hU (Set.Ici 0)
  exact (trace_eq_quotient ⟨d1, codisjoint_iff.2 (energySpace_sup hH)⟩ _ hP).trans
    (trace_eq_quotient ⟨d3, codisjoint_iff.2 top⟩ _ hP).symm
```

## Level count, sharpness and the two-site model

For \(U=1\) the occupied trace counts the negative levels, so stability includes conservation of their number.

```lean
/-- The occupied trace of the identity is the dimension of the negative-energy space of `H`. -/
theorem occupiedTrace_one (H : End ℂ V) :
    occupiedTrace 1 H (Commute.one_left H) = (finrank ℂ (energySpace H (Set.Iio 0)) : ℂ) := by
  have h : LinearMap.restrict (1 : End ℂ V)
      (energySpace_invariant (Commute.one_left H) (Set.Iio 0)) = 1 :=
    LinearMap.ext fun _ => rfl
  unfold occupiedTrace
  rw [h, LinearMap.trace_one]
```

The strict inequality is needed: with \(\delta=g\), a single level can move from \(-g\) to zero and leave the occupied space.

```lean
/-- The bound is sharp: for `g > 0`, the one-level Hamiltonians `-g` and `0` differ by exactly `g`
in norm, the first has no eigenvalue between `-g` and `g`, and the identity has occupied
traces `1` and `0`. -/
theorem bound_sharp {g : ℝ} (hg : 0 < g) :
    LinearMap.IsSymmetric ((-(g : ℂ)) • (1 : End ℂ ℂ)) ∧
    Gapped ((-(g : ℂ)) • (1 : End ℂ ℂ)) g ∧
    opNorm (0 - (-(g : ℂ)) • (1 : End ℂ ℂ)) = g ∧
    occupiedTrace 1 ((-(g : ℂ)) • (1 : End ℂ ℂ)) (Commute.one_left _) = 1 ∧
    occupiedTrace 1 (0 : End ℂ ℂ) (Commute.one_left _) = 0 := by
  refine ⟨fun x y => ?_, fun E hE => ?_, ?_, ?_, ?_⟩
  · simp only [LinearMap.smul_apply, End.one_apply, inner_smul_left, inner_smul_right,
      map_neg, Complex.conj_ofReal]
  · obtain ⟨v, hv⟩ := hE.exists_hasEigenvector
    have h1 : (-(g : ℂ)) * v = (E : ℂ) * v := hv.apply_eq_smul
    have h2 : -g = E := by exact_mod_cast mul_right_cancel₀ hv.2 h1
    rw [← h2, abs_neg, abs_of_pos hg]
  · have h : LinearMap.toContinuousLinearMap (0 - (-(g : ℂ)) • (1 : End ℂ ℂ))
        = (g : ℂ) • ContinuousLinearMap.id ℂ ℂ := by
      ext
      simp
    unfold opNorm
    rw [h, norm_smul, ContinuousLinearMap.norm_id, mul_one, Complex.norm_real,
      Real.norm_eq_abs, abs_of_pos hg]
  · have h : energySpace ((-(g : ℂ)) • (1 : End ℂ ℂ)) (Set.Iio 0) = ⊤ :=
      eq_top_iff.2 fun x _ => mem_energySpace (E := -g) (Set.mem_Iio.2 (by linarith)) (by simp)
    rw [occupiedTrace_one, h, finrank_top, finrank_self, Nat.cast_one]
  · have h : energySpace (0 : End ℂ ℂ) (Set.Iio 0) = ⊥ := by
      refine eq_bot_iff.2 (iSup₂_le fun E hE y hy => (Submodule.mem_bot ℂ).2 ?_)
      have h1 : (0 : ℂ) = (E : ℂ) * y := End.mem_eigenspace_iff.1 hy
      exact (mul_eq_zero.1 h1.symm).resolve_left
        (Complex.ofReal_ne_zero.2 (ne_of_lt (Set.mem_Iio.1 hE)))
    rw [occupiedTrace_one, h, finrank_bot, Nat.cast_zero]
```

The two-site example satisfies every hypothesis. Its gap follows from the fact that exchanging twice is the identity, which gives \(E^2=1\).

```lean
/-- The exchange of the two sites of a two-site model. -/
def siteSwap : End ℂ (EuclideanSpace ℂ (Fin 2)) where
  toFun x := !₂[x 1, x 0]
  map_add' x y := by ext i; fin_cases i <;> simp
  map_smul' c x := by ext i; fin_cases i <;> simp

/-- With `U = H = siteSwap`, `H' = siteSwap + 1/2` and `g = 1`, all hypotheses of the stability
theorem hold. -/
theorem occupiedTrace_stable_witness :
    LinearMap.IsSymmetric siteSwap ∧
    LinearMap.IsSymmetric (siteSwap + (1 / 2 : ℂ) • 1) ∧
    Commute siteSwap siteSwap ∧ Commute siteSwap (siteSwap + (1 / 2 : ℂ) • 1) ∧
    Gapped siteSwap 1 ∧ opNorm (siteSwap + (1 / 2 : ℂ) • 1 - siteSwap) < 1 := by
  have hS : LinearMap.IsSymmetric siteSwap := fun x y => by
    simp [siteSwap, PiLp.inner_apply, Fin.sum_univ_two, add_comm]
  refine ⟨hS, fun x y => ?_, Commute.refl _,
    (Commute.refl _).add_right ((Commute.one_right _).smul_right _), fun E hE => ?_, ?_⟩
  · simp [inner_add_left, inner_add_right, inner_smul_left, inner_smul_right, hS x y]
    exact Or.inl (by apply Complex.ext <;> simp)
  · -- exchanging twice is the identity, so the energy squares to one
    obtain ⟨v, hv⟩ := hE.exists_hasEigenvector
    have h1 : siteSwap v = (E : ℂ) • v := hv.apply_eq_smul
    have h2 : siteSwap (siteSwap v) = v := by
      ext i
      fin_cases i <;> simp [siteSwap]
    rw [h1, map_smul, h1, smul_smul] at h2
    have h3 : ((E : ℂ) * E - 1) • v = 0 := by rw [sub_smul, one_smul, h2, sub_self]
    have h4 : (E : ℂ) * E = 1 := sub_eq_zero.1 ((smul_eq_zero.1 h3).resolve_right hv.2)
    have h5 : E * E = 1 := by exact_mod_cast h4
    nlinarith [abs_mul_abs_self E, abs_nonneg E]
  · rw [add_sub_cancel_left]
    refine lt_of_le_of_lt (ContinuousLinearMap.opNorm_le_bound _
      (by norm_num : (0 : ℝ) ≤ 1 / 2) fun x => ?_) (by norm_num)
    change ‖(1 / 2 : ℂ) • x‖ ≤ 1 / 2 * ‖x‖
    rw [norm_smul]
    norm_num

end

end SymmetryIndicatorStability
```

```lean
#print axioms SymmetryIndicatorStability.occupiedTrace_stable
-- 'SymmetryIndicatorStability.occupiedTrace_stable' depends on axioms: [propext, Classical.choice, Quot.sound]
#print axioms SymmetryIndicatorStability.bound_sharp
-- 'SymmetryIndicatorStability.bound_sharp' depends on axioms: [propext, Classical.choice, Quot.sound]
```
